# Excitation energies of a finite real Bethe-Salpeter matrix from a factorisation of A − B

The theorem `excitationEnergies_eq` concerns the Bethe-Salpeter matrix [[A, B], [−B, −A]] with real n × n blocks, A resonant and B coupling. Suppose an invertible F satisfies F Fᵀ = A − B, and Fᵀ(A + B)F is diagonal with entries w_j², every w_j being positive. Then the excitation energies, defined as the positive eigenvalues of the full matrix counted with algebraic multiplicity, are exactly the numbers w_j. The proof builds an invertible matrix of unnormalised eigenvectors from F and V = (F⁻¹)ᵀ diag(w), with eigenvalues w_j and −w_j, reads off the roots of the characteristic polynomial, and keeps the positive ones.

Lean 4 with Mathlib refuses this proof:

```lean
import Mathlib

open Matrix

namespace ExcitationEnergiesEq

noncomputable section

variable {n : ℕ}

/-- The full Bethe-Salpeter matrix `[[A, B], [-B, -A]]` with resonant block `A` and coupling
block `B`. -/
def fullMatrix (A B : Matrix (Fin n) (Fin n) ℝ) : Matrix (Fin n ⊕ Fin n) (Fin n ⊕ Fin n) ℝ :=
  fromBlocks A B (-B) (-A)

/-- The positive eigenvalues of the full problem, with algebraic multiplicity. -/
def excitationEnergies (A B : Matrix (Fin n) (Fin n) ℝ) : Multiset ℝ :=
  (fullMatrix A B).charpoly.roots.filter (fun z => 0 < z)

/-- A matrix with an invertible matrix `T` of eigenvectors has the corresponding eigenvalues `d`
as the roots of its characteristic polynomial. -/
theorem roots_of_eigenvectors {m : Type*} [Fintype m] [DecidableEq m] {H T T' : Matrix m m ℝ}
    {d : m → ℝ} (h : H * T = T * diagonal d) (hT : T * T' = 1) :
    H.charpoly.roots = Finset.univ.val.map d := by
  have h1 : H.charpoly = (diagonal d).charpoly := by
    calc H.charpoly = (T * (diagonal d * T')).charpoly := by
          rw [← mul_assoc, ← h, mul_assoc, hT, mul_one]
      _ = (diagonal d * T' * T).charpoly := Matrix.charpoly_mul_comm _ _
      _ = _ := by rw [mul_assoc, mul_eq_one_comm.mp hT, mul_one]
  have h2 : (diagonal d).charmatrix =
      diagonal (fun i => Polynomial.X - Polynomial.C (d i)) := by
    refine Matrix.ext fun i j => ?_
    by_cases hij : i = j
    · subst hij
      simp
    · simp [hij]
  have h3 : (diagonal d).charpoly =
      ((Finset.univ.val.map d).map (fun a => Polynomial.X - Polynomial.C a)).prod := by
    rw [Matrix.charpoly, h2, det_diagonal, Multiset.map_map]
    rfl
  rw [h1, h3, Polynomial.roots_multiset_prod_X_sub_C]

/-- If an invertible `F` satisfies `F Fᵀ = A - B` and `Fᵀ (A + B) F = diag (w²)` with `w`
positive, the excitation energies of the full problem are exactly the `w`. -/
theorem excitationEnergies_eq {A B F R : Matrix (Fin n) (Fin n) ℝ} {w : Fin n → ℝ}
    (hw : ∀ j, 0 < w j) (hFR : F * R = 1) (hFF : F * Fᵀ = A - B)
    (hFPF : Fᵀ * (A + B) * F = diagonal (fun j => w j ^ 2)) :
    excitationEnergies A B = Finset.univ.val.map w := by
  have hRF : Rᵀ * Fᵀ = 1 := by rw [← transpose_mul, hFR, transpose_one]
  obtain ⟨V, hV⟩ : ∃ V, V = Rᵀ * diagonal w := ⟨_, rfl⟩
  obtain ⟨V', hV'⟩ : ∃ V', V' = diagonal (fun j => (w j)⁻¹) * Fᵀ := ⟨_, rfl⟩
  have hVV : V * V' = 1 := by
    have hi : diagonal w * diagonal (fun j => (w j)⁻¹) = 1 := by
      rw [diagonal_mul_diagonal, ← diagonal_one]
      congr 1
      funext j
      exact mul_inv_cancel₀ (hw j).ne'
    rw [hV, hV', mul_assoc, ← mul_assoc (diagonal w), hi, one_mul, hRF]
  have h1 : (A - B) * V = F * diagonal w := by
    rw [← hFF, hV, mul_assoc, ← mul_assoc Fᵀ, mul_eq_one_comm.mp hRF, one_mul]
  have h2 : (A + B) * F = V * diagonal w := by
    calc (A + B) * F = Rᵀ * Fᵀ * ((A + B) * F) := by rw [hRF, one_mul]
      _ = Rᵀ * (Fᵀ * (A + B) * F) := by simp only [mul_assoc]
      _ = _ := by
        rw [hFPF, hV, mul_assoc, diagonal_mul_diagonal]
        simp only [pow_two]
  -- the eigenvectors (X, Y) and (Y, X) belong to w and -w
  have hT : fromBlocks (F + V) (F - V) (F - V) (F + V) *
      fromBlocks (R + V') (R - V') (R - V') (R + V') = (4 : ℝ) • 1 := by
    have e1 : (F + V) * (R + V') + (F - V) * (R - V') = (4 : ℝ) • 1 := by
      have e : (F + V) * (R + V') + (F - V) * (R - V') =
        F * R + F * R + (V * V' + V * V') := by noncomm_ring
      rw [e, hFR, hVV]
      module
    have e2 : (F + V) * (R - V') + (F - V) * (R + V') = 0 := by
      have e : (F + V) * (R - V') + (F - V) * (R + V') =
        F * R + F * R - (V * V' + V * V') := by noncomm_ring
      rw [e, hFR, hVV, sub_self]
    rw [← fromBlocks_one, fromBlocks_smul, fromBlocks_multiply, smul_zero]
    exact fromBlocks_inj.mpr ⟨e1, e2, by rw [add_comm, e2], by rw [add_comm, e1]⟩
  have hD : diagonal (Sum.elim w (fun j => -w j)) =
      fromBlocks (diagonal w) 0 0 (-diagonal w) := by
    rw [← fromBlocks_diagonal, diagonal_neg]
    rfl
  have hH : fullMatrix A B * fromBlocks (F + V) (F - V) (F - V) (F + V) =
      fromBlocks (F + V) (F - V) (F - V) (F + V) * diagonal (Sum.elim w (fun j => -w j)) := by
    rw [hD, fullMatrix, fromBlocks_multiply, fromBlocks_multiply]
    refine fromBlocks_inj.mpr ⟨?_, ?_, ?_, ?_⟩
    · linear_combination (norm := noncomm_ring) h2 + h1
    · linear_combination (norm := noncomm_ring) h2 - h1
    · linear_combination (norm := noncomm_ring) h1 - h2
    · linear_combination (norm := noncomm_ring) -h2 - h1
  have hr := roots_of_eigenvectors hH
    (T' := (1 / 4 : ℝ) • fromBlocks (R + V') (R - V') (R - V') (R + V'))
    (by rw [mul_smul_comm, hT, smul_smul]; norm_num)
  have hsum : (Finset.univ : Finset (Fin n ⊕ Fin n)).val.map (Sum.elim w (fun j => -w j)) =
      Finset.univ.val.map w + Finset.univ.val.map (fun j => -w j) := by
    change Multiset.map _ (Multiset.disjSum Finset.univ.val Finset.univ.val) = _
    simp only [Multiset.disjSum, Multiset.map_add, Multiset.map_map, Function.comp_def,
      Sum.elim_inl, Sum.elim_inr]
  rw [excitationEnergies, hr, hsum, Multiset.filter_add, Multiset.filter_eq_self.mpr,
    Multiset.filter_eq_nil.mpr, add_zero]
  · intro z hz
    obtain ⟨j, -, rfl⟩ := Multiset.mem_map.mp hz
    linarith [hw j]
  · intro z hz
    obtain ⟨j, -, rfl⟩ := Multiset.mem_map.mp hz
    exact hw j

end

end ExcitationEnergiesEq
```

The compiler's answer:

```
Main.lean:84:4: error: No goals to be solved
```

What went wrong. The message "No goals to be solved" points to the `rfl` that ends the proof of `hD`, the step that writes the diagonal matrix of the eigenvalues w_j and −w_j in block form. By then nothing is left to prove.

The rewrite with `← fromBlocks_diagonal` turns the left side into a block matrix with diagonal blocks `diagonal w` and `diagonal (fun j => -w j)`. The rewrite with `diagonal_neg` then turns `-diagonal w` on the right into that same second block, so the two sides agree. After its last rewrite, `rw` itself tries to close the goal by reflexivity, and here it succeeds. The separate `rfl` therefore has no goal to act on, and Lean reports an error.

The repair deletes that line. The identity `hD` and its two rewrites were already right and stay as they were.

As a diff, the version that Lean accepts:

```diff
@@ -82,5 +82,4 @@
       fromBlocks (diagonal w) 0 0 (-diagonal w) := by
     rw [← fromBlocks_diagonal, diagonal_neg]
-    rfl
   have hH : fullMatrix A B * fromBlocks (F + V) (F - V) (F - V) (F + V) =
       fromBlocks (F + V) (F - V) (F - V) (F + V) * diagonal (Sum.elim w (fun j => -w j)) := by
```
